# A contraction on finite basis expansions with no fixed point

Start from the zero sequence and apply $F(x)=e_0+\tfrac12 Sx$ repeatedly, where $S$ moves every coefficient one place to the right and $e_0$ is the first unit vector: the results are $(1,0,0,\dots)$, then $(1,\tfrac12,0,\dots)$, then $(1,\tfrac12,\tfrac14,0,\dots)$. Each is a finite expansion and successive ones draw closer together, but a sequence that $F$ reproduces would need a nonzero coefficient in every place, and no finite expansion has that.

```lean
import Mathlib

open Function

namespace FiniteExpansionSCF

noncomputable section

/-- Finite basis expansions: real coefficient sequences with finitely many nonzero entries. -/
abbrev FinSeq := ℕ →₀ ℝ

/-- The Euclidean dot product of two finite expansions. -/
def dot (x y : FinSeq) : ℝ := x.sum fun i a => a * y i

/-- The right shift, which moves the coefficient of basis function `n` to `n + 1`. -/
def shift : FinSeq →ₗ[ℝ] FinSeq := Finsupp.lmapDomain ℝ ℝ Nat.succ

/-- The update rule `F(x) = e₀ + c S x`, with `S` the right shift and `c` the coupling. -/
def scfMap (c : ℝ) (x : FinSeq) : FinSeq := Finsupp.single 0 1 + c • shift x

/-- The update sets the zeroth coefficient to one, and coefficient `n + 1` to `c` times the
old coefficient `n`. -/
theorem scfMap_coeff (c : ℝ) (x : FinSeq) :
    scfMap c x 0 = 1 ∧ ∀ n, scfMap c x (n + 1) = c * x n := by
  have h0 : shift x 0 = 0 :=
    Finsupp.mapDomain_of_notMem_range x 0 (by rintro ⟨k, hk⟩; exact Nat.succ_ne_zero k hk)
  have hs : ∀ n, shift x (n + 1) = x n := fun n =>
    Finsupp.mapDomain_apply Nat.succ_injective x n
  constructor
  · simp [scfMap, h0]
  · intro n
    simp [scfMap, hs]

/-- The dot product satisfies the axioms of a real inner product. -/
abbrev innerCore : InnerProductSpace.Core ℝ FinSeq where
  inner x y := dot x y
  conj_inner_symm x y := by
    show (starRingEnd ℝ) (dot y x) = dot x y
    rw [conj_trivial]
    unfold dot
    -- both sums extend to the union of the supports
    rw [Finsupp.sum_of_support_subset y (Finset.subset_union_right (s₁ := x.support)) _
        (by intros; simp),
      Finsupp.sum_of_support_subset x (Finset.subset_union_left (s₂ := y.support)) _
        (by intros; simp)]
    exact Finset.sum_congr rfl fun i _ => mul_comm _ _
  re_inner_nonneg x := by
    show 0 ≤ RCLike.re (dot x x)
    rw [RCLike.re_to_real]
    exact Finset.sum_nonneg fun i _ => mul_self_nonneg (x i)
  add_left x y z := by
    show dot (x + y) z = dot x z + dot y z
    exact Finsupp.sum_add_index' (by intros; simp) (by intros; ring)
  smul_left x y r := by
    show dot (r • x) y = (starRingEnd ℝ) r * dot x y
    rw [conj_trivial]
    unfold dot
    rw [Finsupp.sum_smul_index (by intros; simp)]
    simp only [Finsupp.sum, Finset.mul_sum, mul_assoc]
  definite x h := by
    have h' : ∑ i ∈ x.support, x i * x i = 0 := h
    rw [Finset.sum_eq_zero_iff_of_nonneg (fun i _ => mul_self_nonneg (x i))] at h'
    ext i
    by_contra hi
    exact hi (mul_self_eq_zero.mp (h' i (Finsupp.mem_support_iff.mpr hi)))

/-- The Euclidean norm on finite expansions. -/
instance : NormedAddCommGroup FinSeq := innerCore.toNormedAddCommGroup

/-- The Euclidean inner product on finite expansions. -/
instance : InnerProductSpace ℝ FinSeq := InnerProductSpace.ofCore innerCore.toCore

/-- The squared norm is the sum of the squared coefficients. -/
theorem norm_sq_eq_sum (x : FinSeq) : ‖x‖ ^ 2 = ∑ i ∈ x.support, x i ^ 2 := by
  have h : dot x x = ‖x‖ ^ 2 := real_inner_self_eq_norm_sq x
  rw [← h]
  exact Finset.sum_congr rfl fun i _ => (sq (x i)).symm

/-- The right shift preserves the Euclidean norm. -/
theorem norm_shift (x : FinSeq) : ‖shift x‖ = ‖x‖ := by
  have h : dot (shift x) (shift x) = dot x x := by
    have h1 : dot (shift x) (shift x) = x.sum fun i a => a * shift x (Nat.succ i) :=
      Finsupp.sum_mapDomain_index (by intros; simp) (by intros; ring)
    rw [h1]
    exact Finset.sum_congr rfl fun i _ =>
      congrArg (x i * ·) (Finsupp.mapDomain_apply Nat.succ_injective x i)
  have hx : dot x x = ‖x‖ ^ 2 := real_inner_self_eq_norm_sq x
  have hy : dot (shift x) (shift x) = ‖shift x‖ ^ 2 := real_inner_self_eq_norm_sq (shift x)
  exact (sq_eq_sq₀ (norm_nonneg _) (norm_nonneg _)).mp (by rw [← hx, ← hy, h])

/-- One update multiplies the distance between two expansions by exactly `|c|`. -/
theorem norm_scfMap_sub (c : ℝ) (x y : FinSeq) :
    ‖scfMap c x - scfMap c y‖ = |c| * ‖x - y‖ := by
  have h : scfMap c x - scfMap c y = c • shift (x - y) := by
    rw [scfMap, scfMap, add_sub_add_left_eq_sub, map_sub, smul_sub]
  rw [h, norm_smul, norm_shift, Real.norm_eq_abs]

/-- After `n` iterations the self-consistency residual is `|c| ^ n` times the initial one. -/
theorem residual_iterate (c : ℝ) (x : FinSeq) (n : ℕ) :
    ‖scfMap c ((scfMap c)^[n] x) - (scfMap c)^[n] x‖ = |c| ^ n * ‖scfMap c x - x‖ := by
  induction n with
  | zero => simp
  | succ n ih =>
    rw [iterate_succ_apply', norm_scfMap_sub, ih]
    ring

/-- After `n` iterations from any start, each coefficient `i < n` equals `c ^ i`. -/
theorem iterate_coeff (c : ℝ) (x : FinSeq) (n : ℕ) :
    ∀ i < n, (scfMap c)^[n] x i = c ^ i := by
  induction n with
  | zero => intro i hi; omega
  | succ n ih =>
    intro i hi
    rw [iterate_succ_apply']
    cases i with
    | zero => rw [(scfMap_coeff c _).1, pow_zero]
    | succ i => rw [(scfMap_coeff c _).2, ih i (by omega), pow_succ']

/-- A self-consistent finite expansion exists exactly when the coupling vanishes. -/
theorem exists_fixedPoint_iff (c : ℝ) : (∃ x, scfMap c x = x) ↔ c = 0 := by
  constructor
  · rintro ⟨x, hx⟩
    by_contra hc
    -- self-consistency forces every coefficient to be nonzero
    have hne : ∀ n, x n ≠ 0 := by
      intro n
      induction n with
      | zero =>
        have h := (scfMap_coeff c x).1
        rw [hx] at h
        rw [h]
        exact one_ne_zero
      | succ n ih =>
        have h := (scfMap_coeff c x).2 n
        rw [hx] at h
        rw [h]
        exact mul_ne_zero hc ih
    obtain ⟨n, hn⟩ := Infinite.exists_notMem_finset x.support
    exact hn (Finsupp.mem_support_iff.mpr (hne n))
  · rintro rfl
    exact ⟨Finsupp.single 0 1, by simp [scfMap]⟩

/-- For `0 < |c| < 1` the update is Lipschitz with constant `|c|` and all its orbits are Cauchy,
but no finite expansion is self-consistent. -/
theorem contraction_without_fixedPoint (c : ℝ) (hc0 : c ≠ 0) (hc1 : |c| < 1) :
    LipschitzWith ‖c‖₊ (scfMap c) ∧ (∀ x, CauchySeq fun n => (scfMap c)^[n] x) ∧
      ∀ x, scfMap c x ≠ x := by
  refine ⟨LipschitzWith.of_dist_le_mul fun x y => ?_, fun x => ?_, fun x hx => ?_⟩
  · rw [dist_eq_norm, dist_eq_norm, norm_scfMap_sub, coe_nnnorm, Real.norm_eq_abs]
  · -- successive steps are bounded by a geometric sequence
    refine cauchySeq_of_le_geometric |c| ‖scfMap c x - x‖ hc1 fun n => ?_
    rw [dist_comm, dist_eq_norm, iterate_succ_apply', residual_iterate, mul_comm]
  · exact hc0 ((exists_fixedPoint_iff c).mp ⟨x, hx⟩)

/-- The map `F(x) = e₀ + S x / 2` is Lipschitz with constant `1/2` and has Cauchy orbits but no
fixed point, and the space of finite expansions is not complete. -/
theorem half_shift_counterexample :
    LipschitzWith (1 / 2) (scfMap (1 / 2)) ∧
      (∀ x, CauchySeq fun n => (scfMap (1 / 2))^[n] x) ∧
      (∀ x, scfMap (1 / 2) x ≠ x) ∧ ¬ CompleteSpace FinSeq := by
  have habs : |(1 / 2 : ℝ)| = 1 / 2 := abs_of_pos (by norm_num)
  obtain ⟨hL, hC, hF⟩ := contraction_without_fixedPoint (1 / 2) (by norm_num)
    (by rw [habs]; norm_num)
  have hK : ‖(1 / 2 : ℝ)‖₊ = 1 / 2 := by
    apply NNReal.eq
    rw [coe_nnnorm, Real.norm_eq_abs, habs]
    simp
  rw [hK] at hL
  refine ⟨hL, hC, hF, fun hcomplete => ?_⟩
  -- in a complete space the contraction principle would supply a fixed point
  have hcontr : ContractingWith (1 / 2) (scfMap (1 / 2)) :=
    ⟨NNReal.half_lt_self one_ne_zero, hL⟩
  exact hF _ hcontr.fixedPoint_isFixedPt

end

end FiniteExpansionSCF
```

```lean
#print axioms FiniteExpansionSCF.norm_sq_eq_sum
#print axioms FiniteExpansionSCF.iterate_coeff
#print axioms FiniteExpansionSCF.contraction_without_fixedPoint
#print axioms FiniteExpansionSCF.half_shift_counterexample
```

```
'FiniteExpansionSCF.norm_sq_eq_sum' depends on axioms: [propext, Classical.choice, Quot.sound]
'FiniteExpansionSCF.iterate_coeff' depends on axioms: [propext, Classical.choice, Quot.sound]
'FiniteExpansionSCF.contraction_without_fixedPoint' depends on axioms: [propext, Classical.choice, Quot.sound]
'FiniteExpansionSCF.half_shift_counterexample' depends on axioms: [propext, Classical.choice, Quot.sound]
```

## What is claimed about the map

The theorems treat a family of maps with one real parameter $c$,

$$F_c(x)=e_0+c\,Sx ,$$

written `scfMap c` in Lean. The map $F$ of the opening is $F_{1/2}$. The argument $x$ is a real sequence $(x_0,x_1,x_2,\dots)$ with only finitely many nonzero entries; this is the type `FinSeq`, an abbreviation for `ℕ →₀ ℝ`. There is no upper bound on the number of nonzero entries, so the space is infinite-dimensional although each of its elements is finite.

The theorem `contraction_without_fixedPoint` assumes $c\neq0$ and $|c|<1$, and concludes three things:

- $F_c$ is Lipschitz with constant $|c|$. Lean writes the constant as `‖c‖₊`, which is $|c|$ regarded as a nonnegative real number.
- For every starting point $x$, the orbit $x, F_c(x), F_c(F_c(x)),\dots$ is a Cauchy sequence. The $n$-th iterate is `(scfMap c)^[n] x`.
- No $x$ in the space satisfies $F_c(x)=x$.

The theorem `half_shift_counterexample` sets $c=\tfrac12$ and adds a fourth conclusion, `¬ CompleteSpace FinSeq`: the space of finite expansions is not complete in the Euclidean norm. A separate theorem, `exists_fixedPoint_iff`, needs no bound on $c$. It says that $F_c$ has a fixed point among the finite expansions exactly when $c=0$.

## Self-consistency in the model

Read $x_n$ as the coefficient of the $n$-th function in an orthonormal basis, counted from zero. A self-consistent field calculation takes an input, computes an output from it, and looks for an input that equals its own output. Here the update is $F_c$, self-consistency is the equation $F_c(x)=x$, and the residual is $\|F_c(x)-x\|$.

The term $e_0$ is a fixed source in the first basis function. The constant $c$ is postulated: it stands for the strength with which the amplitude in one basis function drives the next one in the following update. The condition $|c|<1$ means that this response is damped, and $c\neq0$ means that it is present at all.

The norm is that of orthonormal basis functions, with no overlap matrix. The coefficients are real and the iterates are not normalised. The map is affine and is not derived from a Hamiltonian, a density or an energy functional, so the result says nothing about whether a particular Hartree–Fock or Kohn–Sham iteration converges. Nor does it concern a calculation in one fixed finite basis: the coefficient space is then complete, and a contraction of that space into itself does have a fixed point. In the present model with $c\neq0$, the update always reaches one basis function further than its input did.

For electronic structure, this one-parameter affine model shows that a contractive update and a residual tending to zero do not by themselves place a solution among the finite expansions. An existence argument based on contraction also needs a reason for the limit of the iterates to lie in the space, and completeness of the space provides one.

## The Euclidean geometry of the coefficients

The inner product of two expansions is $\langle x,y\rangle=\sum_i x_iy_i$. The function `dot` sums over the places where $x$ is nonzero, which loses nothing, since all other terms vanish. `innerCore` checks the inner-product axioms. Symmetry takes a little care because `dot x y` and `dot y x` run over different index sets; the proof extends both sums to the union of the two supports and compares them term by term. For definiteness, if $\sum_i x_i^2=0$, then each nonnegative term is zero, so $x=0$.

The two instances that follow hand this inner product to Mathlib, so that norm, distance, Lipschitz and Cauchy have their usual meanings. The theorem `norm_sq_eq_sum` confirms that the norm is the intended one:

$$\|x\|^2=\sum_i x_i^2 .$$

The shift has $(Sx)_0=0$ and $(Sx)_{n+1}=x_n$. Therefore

$$\|Sx\|^2=\sum_{n\ge0}(Sx)_{n+1}^2=\sum_{n\ge0}x_n^2=\|x\|^2 .$$

This is `norm_shift`. Its proof relabels the sum along $n\mapsto n+1$, obtains equality of the squared norms, and removes the squares because norms are nonnegative.

## Each update multiplies distances by |c|

The source term cancels when two outputs are subtracted, and the shift is linear:

$$F_c(x)-F_c(y)=c\,Sx-c\,Sy=c\,S(x-y).$$

Taking norms gives

$$\|F_c(x)-F_c(y)\|=|c|\,\|S(x-y)\|=|c|\,\|x-y\| .$$

This is `norm_scfMap_sub`, and its two rewriting steps are the two displays above. It is an equality, which is stronger than the Lipschitz bound drawn from it.

Write $x^{(n)}$ for the $n$-th iterate, with $x^{(0)}=x$. Applying the equality to two successive iterates gives

$$\|x^{(n+2)}-x^{(n+1)}\|=|c|\,\|x^{(n+1)}-x^{(n)}\| ,$$

and induction on $n$ yields

$$\|x^{(n+1)}-x^{(n)}\|=|c|^n\,\|F_c(x)-x\| .$$

The left-hand side is the residual of $x^{(n)}$, and the formula is `residual_iterate`. Starting from zero with $c=\tfrac12$, the initial residual is $\|e_0\|=1$, so after $n$ updates it is $2^{-n}$. It falls below any positive threshold but never reaches zero.

For $|c|<1$ and $m>n$, the triangle inequality and the geometric series give

$$\|x^{(m)}-x^{(n)}\|\le\sum_{k=n}^{m-1}|c|^k\,\|F_c(x)-x\|\le\frac{|c|^n}{1-|c|}\,\|F_c(x)-x\| .$$

The right-hand side tends to zero as $n$ grows, so the orbit is Cauchy. In Lean, `cauchySeq_of_le_geometric` gives the Cauchy property directly once the distance between successive iterates has been bounded by `residual_iterate`.

## For nonzero c, self-consistency forces infinitely many coefficients

Coefficient by coefficient, the update reads

$$F_c(x)_0=1,\qquad F_c(x)_{n+1}=c\,x_n ,$$

which is `scfMap_coeff`. Suppose that $F_c(x)=x$. Then

$$x_0=1,\qquad x_{n+1}=c\,x_n ,$$

and hence $x_n=c^n$ for every $n$. If $c\neq0$, none of these numbers is zero. A finite expansion has only finitely many nonzero coefficients, so this is a contradiction.

The proof of `exists_fixedPoint_iff` needs only that the coefficients are nonzero. It shows $x_n\neq0$ by induction: the first coefficient is $1$, and each later one is a product of two nonzero numbers. It then picks an index outside the finite support of $x$, where the coefficient would have to be zero. In the other direction, $c=0$ makes $F_0(x)=e_0$ for every $x$, so $e_0$ is a fixed point.

The same recursion describes the iterates. After one update the coefficient with index $0$ is $1$; after two, the coefficient with index $1$ is $c$; and in general

$$x^{(n)}_i=c^i\qquad\text{for } i<n ,$$

whatever the starting point. For $n=0$ there is no such $i$ and nothing is claimed. This is `iterate_coeff`, proved by induction on $n$ with separate cases for $i=0$ and for a later coefficient. The main theorems do not use it, but it shows where the orbit is heading: coefficient by coefficient, the iterates settle on $1,c,c^2,\dots$, which for $c\neq0$ is not a finite expansion. In the larger space of square-summable sequences that sequence is an ordinary element when $|c|<1$, and it solves the self-consistency equation there; this last observation is elementary, but it is an addition to the theorems above.

## The missing fixed point shows that the space is incomplete

The contraction principle says that a map of a nonempty complete metric space into itself, with Lipschitz constant below one, has a fixed point. The reason is short. An orbit is Cauchy, so in a complete space it has a limit $z$. Since $F$ is continuous, applying it to the orbit gives a sequence with limit $F(z)$. That sequence is the same orbit with its first member removed, so its limit is also $z$, and $F(z)=z$.

For $F=F_{1/2}$ on the finite expansions, every hypothesis except completeness has been established, while the conclusion is false. The space is therefore not complete.

The proof of `half_shift_counterexample` follows this argument. It specialises the general theorem to $c=\tfrac12$ and rewrites the Lipschitz constant as $\tfrac12$. It then assumes completeness, combines $\tfrac12<1$ with the Lipschitz bound into a `ContractingWith` statement, and takes the fixed point that Mathlib's contraction principle provides. That point contradicts the third conclusion, `hF`.
